# Energy moments of order 0, 1, 2, … are finite for Boltzmann carriers in a three-dimensional Kane band with non-negative nonparabolicity

In an isotropic Kane band the energy e, measured from the band edge, satisfies e(1 + ae) = p²/2m, where p is the crystal momentum, m the effective mass at the band edge and a the nonparabolicity. In three dimensions the density of states is then proportional to √(e(1 + ae)) (1 + 2ae). The theorem multiplies this expression by the Boltzmann factor exp(−e/kT), and says that eⁿ times the resulting unnormalised weight is integrable over all e > 0, for every natural number n, when a ≥ 0 and kT > 0. The band is taken to extend to infinite energy, and the statistics are Boltzmann's, not Fermi's. The attempt bounds the square root by 1 + e(1 + ae), which leaves a sum of four powers of e, each times the exponential and a constant, and each integrable by an earlier lemma.

In Lean, a first try:

```lean
import Mathlib

open MeasureTheory Set Filter Topology

namespace MomentIntegrable

noncomputable section

/-- The Kane function `γ(e) = e (1 + a e)`, equal to `p² / 2m` in a band with
nonparabolicity `a`. -/
def kane (a e : ℝ) : ℝ := e * (1 + a * e)

/-- Density of states of the Kane band, up to a constant factor, times the Boltzmann factor (for
`a ≥ 0`, `e ≥ 0` and `kT > 0`). -/
def weight (a kT e : ℝ) : ℝ :=
  Real.sqrt (kane a e) * (1 + 2 * a * e) * Real.exp (-e / kT)

lemma weight_pos {a e : ℝ} (kT : ℝ) (ha : 0 ≤ a) (he : 0 < e) : 0 < weight a kT e := by
  unfold weight kane
  positivity

lemma pow_exp_integrable {kT : ℝ} (hT : 0 < kT) (n : ℕ) :
    IntegrableOn (fun e : ℝ => e ^ n * Real.exp (-e / kT)) (Ioi 0) := by
  have hb : 0 < 1 / (2 * kT) := by positivity
  refine Integrable.mono'
    ((exp_neg_integrableOn_Ioi 0 hb).const_mul ((2 * kT) ^ n * (n.factorial : ℝ)))
    (by fun_prop : Continuous fun e : ℝ => e ^ n * Real.exp (-e / kT)).aestronglyMeasurable
    (ae_restrict_of_forall_mem measurableSet_Ioi fun e he => ?_)
  have he' : 0 < e := he
  refine (Real.norm_of_nonneg (by positivity)).trans_le ?_
  have h := Real.pow_div_factorial_le_exp (e / (2 * kT)) (by positivity) n
  rw [div_pow, div_div, div_le_iff₀ (by positivity)] at h
  have hx : Real.exp (-(1 / (2 * kT)) * e)
      = Real.exp (e / (2 * kT)) * Real.exp (-e / kT) := by
    rw [← Real.exp_add]
    congr 1
    ring
  rw [hx]
  have h2 := mul_le_mul_of_nonneg_right h (Real.exp_pos (-e / kT)).le
  linarith

/-- Every energy moment of the thermal weight converges, for `a ≥ 0` and `kT > 0`. -/
theorem moment_integrable {a kT : ℝ} (ha : 0 ≤ a) (hT : 0 < kT) (n : ℕ) :
    IntegrableOn (fun e => e ^ n * weight a kT e) (Ioi 0) := by
  have I := pow_exp_integrable hT
  refine Integrable.mono' (g := fun e => e ^ n * Real.exp (-e / kT)
      + (1 + 2 * a) * (e ^ (n + 1) * Real.exp (-e / kT))
      + 3 * a * (e ^ (n + 2) * Real.exp (-e / kT))
      + 2 * a ^ 2 * (e ^ (n + 3) * Real.exp (-e / kT)))
    ((((I n).add ((I (n + 1)).const_mul _)).add ((I (n + 2)).const_mul _)).add
      ((I (n + 3)).const_mul _))
    (by unfold weight kane; fun_prop :
      Continuous fun e => e ^ n * weight a kT e).aestronglyMeasurable
    (ae_restrict_of_forall_mem measurableSet_Ioi fun e he => ?_)
  have he' : 0 < e := he
  have hw := weight_pos kT ha he'
  refine (Real.norm_of_nonneg (by positivity)).trans_le ?_
  have hk : 0 ≤ kane a e := by unfold kane; positivity
  -- the square root is dominated by a polynomial
  have hs : Real.sqrt (kane a e) ≤ 1 + kane a e :=
    Real.sqrt_le_iff.mpr ⟨by positivity, by nlinarith⟩
  calc e ^ n * weight a kT e
      ≤ e ^ n * ((1 + kane a e) * (1 + 2 * a * e) * Real.exp (-e / kT)) := by
        unfold weight
        gcongr
    _ = _ := by unfold kane; ring

end

end MomentIntegrable
```

Messages:

```
Main.lean:50:4: error: Application type mismatch: The argument
  IntegrableOn.add
    (IntegrableOn.add (IntegrableOn.add (I n) (Integrable.const_mul (I (n + 1)) ?m.205))
      (Integrable.const_mul (I (n + 2)) ?m.228))
    (Integrable.const_mul (I (n + 3)) ?m.251)
has type
  IntegrableOn
    ((((fun e => e ^ n * Real.exp (-e / kT)) + fun x => ?m.205 * (x ^ (n + 1) * Real.exp (-x / kT))) + fun x =>
        ?m.228 * (x ^ (n + 2) * Real.exp (-x / kT))) +
      fun x => ?m.251 * (x ^ (n + 3) * Real.exp (-x / kT)))
    (Ioi 0) volume
but is expected to have type
  Integrable
    (fun e =>
      e ^ n * Real.exp (-e / kT) + (1 + 2 * a) * (e ^ (n + 1) * Real.exp (-e / kT)) +
          3 * a * (e ^ (n + 2) * Real.exp (-e / kT)) +
        2 * a ^ 2 * (e ^ (n + 3) * Real.exp (-e / kT)))
    (volume.restrict (Ioi 0))
in the application
  Integrable.mono'
    (IntegrableOn.add
      (IntegrableOn.add (IntegrableOn.add (I n) (Integrable.const_mul (I (n + 1)) ?m.205))
        (Integrable.const_mul (I (n + 2)) ?m.228))
      (Integrable.const_mul (I (n + 3)) ?m.251))
```

The mended proof, as a diff:

```diff
@@ -44,10 +44,17 @@
     IntegrableOn (fun e => e ^ n * weight a kT e) (Ioi 0) := by
   have I := pow_exp_integrable hT
-  refine Integrable.mono' (g := fun e => e ^ n * Real.exp (-e / kT)
+  have h1 : IntegrableOn (fun e => e ^ n * Real.exp (-e / kT)
+      + (1 + 2 * a) * (e ^ (n + 1) * Real.exp (-e / kT))) (Ioi 0) :=
+    Integrable.add (I n) ((I (n + 1)).const_mul (1 + 2 * a))
+  have h2 : IntegrableOn (fun e => e ^ n * Real.exp (-e / kT)
+      + (1 + 2 * a) * (e ^ (n + 1) * Real.exp (-e / kT))
+      + 3 * a * (e ^ (n + 2) * Real.exp (-e / kT))) (Ioi 0) :=
+    Integrable.add h1 ((I (n + 2)).const_mul (3 * a))
+  have h3 : IntegrableOn (fun e => e ^ n * Real.exp (-e / kT)
       + (1 + 2 * a) * (e ^ (n + 1) * Real.exp (-e / kT))
       + 3 * a * (e ^ (n + 2) * Real.exp (-e / kT))
-      + 2 * a ^ 2 * (e ^ (n + 3) * Real.exp (-e / kT)))
-    ((((I n).add ((I (n + 1)).const_mul _)).add ((I (n + 2)).const_mul _)).add
-      ((I (n + 3)).const_mul _))
+      + 2 * a ^ 2 * (e ^ (n + 3) * Real.exp (-e / kT))) (Ioi 0) :=
+    Integrable.add h2 ((I (n + 3)).const_mul (2 * a ^ 2))
+  refine Integrable.mono' h3
     (by unfold weight kane; fun_prop :
       Continuous fun e => e ^ n * weight a kT e).aestronglyMeasurable
@@ -64,5 +71,5 @@
         unfold weight
         gcongr
-    _ = _ := by unfold kane; ring
+    _ = _ := by simp only [kane]; ring
 
 end
```

Cause. The error is in the proof that the bounding function is integrable. The chained `.add` calls give a sum of functions, `f + g`, whose constant factors, written `_`, are still unknown (`?m.205` and so on). `Integrable.mono'` expects one function, `fun e => ...`, that adds the values at each `e`, with the constants written out. The two agree once the constants are filled in, but Lean did not match them in this form.

The repair builds the bound in three steps, `h1`, `h2` and `h3`. Each states its sum as a pointwise function and proves it by a single `Integrable.add` with the constant given, so Lean has only one addition to match at a time and no constant to find. `h3` then has the form `Integrable.mono'` needs, and also fixes the bound, so `(g := ...)` can go.

No message bears on the change from `unfold kane` to `simp only [kane]` in the last step. Both open the definition before `ring`, and the error came before that line was reached, so the messages don't show whether the change was needed.
